# The Luttinger–Tisza bound for classical spins on a ring, attained by a spiral when the spins have at least two components

Take a ring of magnetic moments in which each moment prefers to be antiparallel to its first neighbours and also to its second neighbours. These preferences conflict, since two moments that are both antiparallel to a third are parallel to each other. What is the lowest energy the ring can reach, and which arrangement has it?

Let the ring have \(n\ge 1\) sites \(x\), counted modulo \(n\), and let each site carry a classical spin \(s_x\in\mathbb R^d\) of unit length. A real coupling \(J(r)\) depends only on the separation \(r\), and the energy is
\[
E=\sum_{x,y}J(x-y)\,s_x\cdot s_y .
\]
The difficulty lies in the \(n\) separate length constraints. The Luttinger–Tisza idea is to keep only their sum, which leaves a problem that Fourier modes solve. The result is a lower bound on \(E\), and for \(d\ge2\) a spiral reaches it. Spirals here include the collinear cases, in which all spins are parallel (\(k=0\)) or alternate in sign (\(k=n/2\), for even \(n\)).

The method is also applied to lattices with several sites per cell; the ring here has one site per cell and an isotropic coupling. Linear spin-wave theory expands about a classical ground state, and for this finite, isotropic classical ring the result supplies such a state and its energy.

## Spins, couplings and their Fourier transforms

Sites and wave numbers are both elements of `ZMod n`, and `NeZero n` excludes \(n=0\), for which `ZMod n` would be the infinite set of all integers. The symbol `χ` stands for the standard character \(\chi(z)=e^{2\pi i z/n}\).

```lean
import Mathlib

open Matrix

namespace LuttingerTisza

noncomputable section

variable {n : ℕ} [NeZero n] {d : ℕ}

local notation "χ" => ZMod.stdAddChar
```

The phase of the plane wave with wave number \(k\) at site \(x\) is \(\theta_k(x)=2\pi kx/n\), computed with the representatives of \(k\) and \(x\) between \(0\) and \(n-1\).

```lean
/-- The phase angle `2πkx/n` of the plane wave with wave number `k` at site `x`. -/
def angle (k x : ZMod n) : ℝ := 2 * Real.pi * k.val * x.val / n
```

The energy runs over ordered pairs, so each bond between distinct sites counts twice, and the terms with \(x=y\) are included. Positive \(J\) is antiferromagnetic.

```lean
/-- The exchange energy `∑ J(x-y) s_x · s_y` over all ordered pairs of sites of the ring. -/
def energy (J : ZMod n → ℝ) (s : ZMod n → Fin d → ℝ) : ℝ :=
  ∑ x, ∑ y, J (x - y) * (s x ⬝ᵥ s y)
```

The coupling enters the result through its cosine transform
\[
\hat J(k)=\sum_r J(r)\cos\theta_k(r).
\]

```lean
/-- The cosine transform `∑ J(r) cos(2πkr/n)` of the coupling. -/
def couplingHat (J : ZMod n → ℝ) (k : ZMod n) : ℝ :=
  ∑ r, J r * Real.cos (angle k r)
```

Each spin component \(a\) has the Fourier amplitude \(\hat s_a(k)=\sum_x s_x^a\,e^{-2\pi ikx/n}\), without a normalising prefactor.

```lean
/-- The Fourier amplitude `∑ s_x e^{-2πikx/n}` of the spin component `a`. -/
def spinHat (s : ZMod n → Fin d → ℝ) (k : ZMod n) (a : Fin d) : ℂ :=
  ∑ x, (s x a : ℂ) * χ (-(k * x))
```

The weight of mode \(k\) is \(|\hat s(k)|^2=\sum_a|\hat s_a(k)|^2\).

```lean
/-- The squared length of the Fourier amplitude vector of the spins at wave number `k`. -/
def modeWeight (s : ZMod n → Fin d → ℝ) (k : ZMod n) : ℝ :=
  ∑ a, ‖spinHat s k a‖ ^ 2
```

## The energy is diagonal in the Fourier modes

The abstract character and the explicit phase agree: \(\chi(kx)=e^{i\theta_k(x)}\). Replacing the product \(kx\) by its remainder modulo \(n\) changes the phase only by a multiple of \(2\pi\).

```lean
/-- The standard character of the ring, evaluated at `kx`, is the plane wave `e^{2πikx/n}`. -/
theorem plane_wave (k x : ZMod n) :
    χ (k * x) = Complex.exp ((angle k x : ℝ) * Complex.I) := by
  have hc : (((k.val * x.val : ℕ) : ℤ) : ZMod n) = k * x := by
    rw [Int.cast_natCast, Nat.cast_mul, ZMod.natCast_zmod_val, ZMod.natCast_zmod_val]
  rw [← hc, ZMod.stdAddChar_coe]
  congr 1
  unfold angle
  push_cast
  ring
```

Write \(\tilde J(k)=\sum_rJ(r)\chi(kr)\) for the complex transform of the coupling. The plane waves are orthogonal: \(\sum_k\chi(kq)\) equals \(n\) if \(q=0\) and vanishes otherwise. Therefore
\[
\sum_k\tilde J(k)\,\chi(-kt)=\sum_rJ(r)\sum_k\chi\big(k(r-t)\big)=n\,J(t).
\]
In the proof, `orth` is the orthogonality relation, and `Finset.sum_eq_single` keeps the one surviving term \(r=t\).

```lean
/-- Fourier inversion: the coupling at separation `t` is recovered from its transform. -/
theorem coupling_inversion (J : ZMod n → ℝ) (t : ZMod n) :
    ∑ k : ZMod n, (∑ r, (J r : ℂ) * χ (k * r)) * χ (-(k * t)) = n * (J t : ℂ) := by
  -- orthogonality of the plane waves
  have orth : ∀ q : ZMod n, ∑ k : ZMod n, χ (k * q) = if q = 0 then (n : ℂ) else 0 := by
    intro q
    rw [AddChar.sum_mulShift q (ZMod.isPrimitive_stdAddChar n)]
    split_ifs <;> simp [ZMod.card]
  calc _ = ∑ r, (J r : ℂ) * ∑ k : ZMod n, χ (k * (r - t)) := by
        simp only [Finset.sum_mul, Finset.mul_sum]
        rw [Finset.sum_comm]
        refine Finset.sum_congr rfl fun r _ => Finset.sum_congr rfl fun k _ => ?_
        rw [show k * (r - t) = k * r + -(k * t) by ring, AddChar.map_add_eq_mul, mul_assoc]
    _ = n * (J t : ℂ) := by
        rw [Finset.sum_eq_single t]
        · rw [orth, sub_self, if_pos rfl]
          ring
        · intro r _ h
          rw [orth, if_neg (sub_ne_zero.mpr h), mul_zero]
        · intro h
          exact absurd (Finset.mem_univ t) h
```

The mode weight expands into spin correlations. Since the spin components are real and \(\overline{\chi(-ky)}=\chi(ky)\),
\[
|\hat s(k)|^2=\sum_a\sum_{x,y}s_x^as_y^a\,\chi(-kx)\chi(ky)=\sum_{x,y}(s_x\cdot s_y)\,\chi\big(-k(x-y)\big).
\]

```lean
/-- The weight of a mode is the Fourier sum of the spin correlations `s_x · s_y`. -/
theorem modeWeight_eq (s : ZMod n → Fin d → ℝ) (k : ZMod n) :
    (modeWeight s k : ℂ) = ∑ x, ∑ y, ((s x ⬝ᵥ s y : ℝ) : ℂ) * χ (-(k * (x - y))) := by
  rw [modeWeight, Complex.ofReal_sum]
  calc _ = ∑ a, ∑ x, ∑ y, (s x a : ℂ) * (s y a : ℂ) * χ (-(k * (x - y))) := by
        refine Finset.sum_congr rfl fun a _ => ?_
        rw [← Complex.normSq_eq_norm_sq, ← Complex.mul_conj, spinHat, map_sum,
          Finset.sum_mul_sum]
        refine Finset.sum_congr rfl fun x _ => Finset.sum_congr rfl fun y _ => ?_
        rw [map_mul, Complex.conj_ofReal, ← AddChar.map_neg_eq_conj, neg_neg,
          show -(k * (x - y)) = -(k * x) + k * y by ring, AddChar.map_add_eq_mul]
        ring
    _ = _ := by
        rw [Finset.sum_comm]
        refine Finset.sum_congr rfl fun x _ => ?_
        rw [Finset.sum_comm]
        refine Finset.sum_congr rfl fun y _ => ?_
        simp only [dotProduct, Complex.ofReal_sum, Complex.ofReal_mul, Finset.sum_mul]
```

Multiply this by \(\tilde J(k)\), sum over \(k\), and use the inversion formula with \(t=x-y\):
\[
\sum_k\tilde J(k)|\hat s(k)|^2=\sum_{x,y}(s_x\cdot s_y)\,n\,J(x-y)=nE .
\]
The right side and the weights are real, so taking real parts replaces \(\tilde J(k)\) by \(\operatorname{Re}\tilde J(k)=\hat J(k)\):
\[
E=\frac1n\sum_k\hat J(k)\,|\hat s(k)|^2 .
\]
The coupling need not be even. Because \(s_x\cdot s_y\) is symmetric, the energy depends only on the average of \(J(r)\) and \(J(-r)\), and so does the cosine transform. In the code, `hc` is the complex identity and `hre` identifies the real part.

```lean
/-- The exchange energy is diagonal in the Fourier modes of the spins, for any real coupling. -/
theorem energy_eq_sum_modes (J : ZMod n → ℝ) (s : ZMod n → Fin d → ℝ) :
    energy J s = (1 / n) * ∑ k, couplingHat J k * modeWeight s k := by
  have hc : ∑ k : ZMod n, (∑ r, (J r : ℂ) * χ (k * r)) * (modeWeight s k : ℂ)
      = (n : ℂ) * (energy J s : ℂ) := by
    calc _ = ∑ x, ∑ y, ((s x ⬝ᵥ s y : ℝ) : ℂ) *
          ∑ k : ZMod n, (∑ r, (J r : ℂ) * χ (k * r)) * χ (-(k * (x - y))) := by
          simp only [modeWeight_eq, Finset.mul_sum]
          rw [Finset.sum_comm]
          refine Finset.sum_congr rfl fun x _ => ?_
          rw [Finset.sum_comm]
          refine Finset.sum_congr rfl fun y _ => Finset.sum_congr rfl fun k _ => ?_
          ring
      _ = _ := by
          simp only [coupling_inversion]
          simp only [energy, Complex.ofReal_sum, Complex.ofReal_mul, Finset.mul_sum]
          refine Finset.sum_congr rfl fun x _ => Finset.sum_congr rfl fun y _ => ?_
          ring
  -- the real part turns the plane waves into cosines
  have hre : ∀ k : ZMod n, (∑ r, (J r : ℂ) * χ (k * r)).re = couplingHat J k := by
    intro k
    rw [Complex.re_sum, couplingHat]
    refine Finset.sum_congr rfl fun r _ => ?_
    rw [Complex.re_ofReal_mul, plane_wave, Complex.exp_ofReal_mul_I_re]
  have h := congrArg Complex.re hc
  rw [← Complex.ofReal_natCast, ← Complex.ofReal_mul, Complex.ofReal_re, Complex.re_sum] at h
  simp only [Complex.re_mul_ofReal, hre] at h
  have hn : (n : ℝ) ≠ 0 := Nat.cast_ne_zero.mpr (NeZero.ne n)
  rw [h]
  field_simp
```

## The lower bound from the total spin length

For the on-site coupling \(J(0)=1\), with \(J(r)=0\) for all other \(r\), the energy is \(\sum_x|s_x|^2\) and \(\hat J(k)=1\) for every \(k\). The diagonal form then becomes Parseval's relation,
\[
\sum_k|\hat s(k)|^2=n\sum_x|s_x|^2 .
\]

```lean
/-- Parseval's relation: the mode weights add up to `n` times the sum of squared spin lengths. -/
theorem parseval (s : ZMod n → Fin d → ℝ) :
    ∑ k, modeWeight s k = n * ∑ x, s x ⬝ᵥ s x := by
  -- apply the energy identity to a purely on-site coupling
  have h := energy_eq_sum_modes (Pi.single 0 1 : ZMod n → ℝ) s
  have hE : energy (Pi.single 0 1 : ZMod n → ℝ) s = ∑ x, s x ⬝ᵥ s x := by
    refine Finset.sum_congr rfl fun x _ => ?_
    rw [Finset.sum_eq_single x]
    · simp
    · intro y _ hy
      rw [Pi.single_eq_of_ne (sub_ne_zero.mpr hy.symm), zero_mul]
    · simp
  have hJ : ∀ k, couplingHat (Pi.single 0 1 : ZMod n → ℝ) k = 1 := by
    intro k
    rw [couplingHat, Finset.sum_eq_single 0]
    · simp [angle]
    · intro r _ hr
      rw [Pi.single_eq_of_ne hr, zero_mul]
    · simp
  simp only [hE, hJ, one_mul] at h
  have hn : (n : ℝ) ≠ 0 := Nat.cast_ne_zero.mpr (NeZero.ne n)
  rw [h]
  field_simp
```

Now suppose only that \(\sum_x|s_x|^2=n\), the weak constraint, which lets individual spins be longer or shorter than one. The weights are non-negative and add up to \(n^2\), so
\[
E\ \ge\ \frac1n\Big(\min_k\hat J(k)\Big)\sum_k|\hat s(k)|^2=n\min_k\hat J(k).
\]
Lean writes the minimum as the infimum `⨅ k, couplingHat J k`; over finitely many wave numbers the two are the same. The inequality `hW` compares the sums term by term.

```lean
/-- Luttinger-Tisza bound under the weak constraint: if the squared spin lengths sum to `n`,
the energy is at least `n` times the minimum of the transformed coupling. -/
theorem weak_constraint_bound (J : ZMod n → ℝ) (s : ZMod n → Fin d → ℝ)
    (hs : ∑ x, s x ⬝ᵥ s x = n) : n * (⨅ k, couplingHat J k) ≤ energy J s := by
  have hn : (0 : ℝ) < n := Nat.cast_pos.mpr (NeZero.pos n)
  have hW : (⨅ k, couplingHat J k) * ∑ k, modeWeight s k
      ≤ ∑ k, couplingHat J k * modeWeight s k := by
    rw [Finset.mul_sum]
    refine Finset.sum_le_sum fun k _ => mul_le_mul_of_nonneg_right
      (ciInf_le (Set.finite_range _).bddBelow k) ?_
    exact Finset.sum_nonneg fun a _ => sq_nonneg _
  rw [parseval, hs] at hW
  rw [energy_eq_sum_modes, one_div, inv_mul_eq_div, le_div_iff₀ hn]
  linarith
```

## A spiral with all its weight at the wave numbers k and −k

Equality requires a state whose modes all lie at minima of \(\hat J\), and the spins must still have unit length. Real spins have equal weights at \(k\) and \(-k\), which does no harm because \(\hat J(-k)=\hat J(k)\). Take two vectors \(u,v\) and set
\[
s_x=\cos\theta_k(x)\,u+\sin\theta_k(x)\,v .
\]

```lean
/-- The configuration `cos(2πkx/n) u + sin(2πkx/n) v`; for orthonormal `u` and `v` it is the spin
spiral of wave number `k`. -/
def spiral (k : ZMod n) (u v : Fin d → ℝ) (x : ZMod n) : Fin d → ℝ :=
  Real.cos (angle k x) • u + Real.sin (angle k x) • v
```

If \(u\) and \(v\) are orthonormal, then
\[
s_x\cdot s_y=\cos\theta_k(x)\cos\theta_k(y)+\sin\theta_k(x)\sin\theta_k(y)=\cos\theta_k(x-y).
\]
The phases \(\theta_k(x)-\theta_k(y)\) and \(\theta_k(x-y)\) may differ by a multiple of \(2\pi\), because \(x-y\) is taken modulo \(n\). The proof therefore passes through the character, where \(\chi(k(x-y))=\chi(kx)\,\overline{\chi(ky)}\) holds exactly, and compares real parts.

```lean
/-- In a spiral on orthonormal vectors, `s_x · s_y` is the cosine of the phase at `x - y`. -/
theorem spiral_dot (k : ZMod n) {u v : Fin d → ℝ} (hu : u ⬝ᵥ u = 1) (hv : v ⬝ᵥ v = 1)
    (huv : u ⬝ᵥ v = 0) (x y : ZMod n) :
    spiral k u v x ⬝ᵥ spiral k u v y = Real.cos (angle k (x - y)) := by
  have hvu : v ⬝ᵥ u = 0 := by rw [dotProduct_comm, huv]
  have h : Real.cos (angle k (x - y)) = (χ (k * (x - y)) : ℂ).re := by
    rw [plane_wave, Complex.exp_ofReal_mul_I_re]
  rw [h, show k * (x - y) = k * x + -(k * y) by ring, AddChar.map_add_eq_mul,
    AddChar.map_neg_eq_conj]
  simp only [plane_wave, Complex.mul_re, Complex.conj_re, Complex.conj_im,
    Complex.exp_ofReal_mul_I_re, Complex.exp_ofReal_mul_I_im, spiral, add_dotProduct,
    dotProduct_add, smul_dotProduct, dotProduct_smul, smul_eq_mul, hu, hv, huv, hvu]
  ring
```

For fixed \(x\), the separation \(r=x-y\) runs once through the ring as \(y\) does, which is the change of variable `Equiv.subLeft x`. Every site then contributes the same amount:
\[
E=\sum_x\sum_rJ(r)\cos\theta_k(r)=n\,\hat J(k).
\]

```lean
/-- A spiral of wave number `k` on orthonormal vectors has energy `n` times the transformed
coupling at `k`. -/
theorem spiral_energy (J : ZMod n → ℝ) (k : ZMod n) {u v : Fin d → ℝ} (hu : u ⬝ᵥ u = 1)
    (hv : v ⬝ᵥ v = 1) (huv : u ⬝ᵥ v = 0) :
    energy J (spiral k u v) = n * couplingHat J k := by
  have h : ∀ x, ∑ y, J (x - y) * Real.cos (angle k (x - y)) = couplingHat J k := fun x =>
    Equiv.sum_comp (Equiv.subLeft x) (fun r => J r * Real.cos (angle k r))
  simp only [energy, spiral_dot k hu hv huv, h, Finset.sum_const, Finset.card_univ,
    ZMod.card, nsmul_eq_mul]
```

## Unit spins and the exact minimum

Unit spins satisfy the weak constraint, since \(n\) squared lengths of one add up to \(n\). They inherit the bound for every \(d\).

```lean
/-- Luttinger-Tisza bound: unit spins of any dimension have energy at least `n` times the
minimum of the transformed coupling. -/
theorem luttinger_tisza_bound (J : ZMod n → ℝ) (s : ZMod n → Fin d → ℝ)
    (hs : ∀ x, s x ⬝ᵥ s x = 1) : n * (⨅ k, couplingHat J k) ≤ energy J s :=
  weak_constraint_bound J s (by simp [hs, ZMod.card])
```

For \(d\ge2\) there is room for two orthonormal vectors. Choose \(k\) where \(\hat J\) is smallest and let \(u,v\) be the first two coordinate vectors. The spiral has unit spins, because \(s_x\cdot s_x=\cos\theta_k(0)=1\), and its energy is \(n\min_k\hat J(k)\). Hence
\[
\min_{|s_x|=1}E=n\min_k\hat J(k).
\]

The theorem `ground_state_energy` expresses this with `IsLeast`: the value is the energy of some configuration of unit spins, and no such configuration has a lower one. It does not say that the spiral is the only ground state, and it concerns classical vectors without a magnetic field or anisotropy.

```lean
/-- For unit spins with at least two components, the lowest energy is exactly `n` times the
minimum of the transformed coupling. -/
theorem ground_state_energy (hd : 2 ≤ d) (J : ZMod n → ℝ) :
    IsLeast {E : ℝ | ∃ s : ZMod n → Fin d → ℝ, (∀ x, s x ⬝ᵥ s x = 1) ∧ energy J s = E}
      (n * (⨅ k, couplingHat J k)) := by
  constructor
  · -- the spiral at the minimising wave number attains the bound
    obtain ⟨k, hk⟩ := exists_eq_ciInf_of_finite (f := couplingHat J)
    let u : Fin d → ℝ := Pi.single ⟨0, by omega⟩ 1
    let v : Fin d → ℝ := Pi.single ⟨1, by omega⟩ 1
    have hu : u ⬝ᵥ u = 1 := by simp [u]
    have hv : v ⬝ᵥ v = 1 := by simp [v]
    have huv : u ⬝ᵥ v = 0 := by simp [u, v]
    refine ⟨spiral k u v, fun x => ?_, ?_⟩
    · rw [spiral_dot k hu hv huv, sub_self]
      simp [angle]
    · rw [spiral_energy J k hu hv huv, hk]
  · rintro E ⟨s, hs, rfl⟩
    exact luttinger_tisza_bound J s hs

end

end LuttingerTisza
```

```lean
#print axioms LuttingerTisza.luttinger_tisza_bound
#print axioms LuttingerTisza.ground_state_energy
```

```
'LuttingerTisza.luttinger_tisza_bound' depends on axioms: [propext, Classical.choice, Quot.sound]
'LuttingerTisza.ground_state_energy' depends on axioms: [propext, Classical.choice, Quot.sound]
```

## The antiferromagnetic triangle, and why one component is too few

Let \(n=3\), \(J(0)=0\) and \(J(1)=J(2)=1\). The transform takes the values
\[
\hat J(0)=2,\qquad \hat J(1)=\hat J(2)=\cos\tfrac{2\pi}{3}+\cos\tfrac{4\pi}{3}=-1 ,
\]
so the bound is \(E\ge-3\). The spiral with \(k=1\) places the spins at \(120^\circ\) to one another. Each of the six ordered pairs of distinct sites contributes \(-\tfrac12\), which gives \(E=-3\), as it should.

With \(d=1\) the spins are \(\pm1\), and
\[
E=(s_0+s_1+s_2)^2-3\ \ge\ 1-3=-2,
\]
because a sum of three odd numbers is never zero. The bound \(-3\) is still valid but is not reached, so the exact formula can fail without the hypothesis \(d\ge2\).

The Fourier weights show where the missing energy goes. For the state \((1,1,-1)\), \(|\hat s(0)|^2=1\), and Parseval's relation leaves \(9-1=8\) for the other two modes. The energy is \(\tfrac13\big(2\cdot1-1\cdot8\big)=-2\): one unit of weight is stuck in the unfavourable uniform mode.
